# A non-Hermitian banded matrix whose only eigenvalue is 1 and whose inverse grows away from the diagonal

## Every eigenvalue is 1, so why does my inverse blow up?

I have a banded, non-Hermitian matrix whose only eigenvalue is 1, and its inverse grows exponentially away from the diagonal. The matrix has ones on the diagonal, $-2$ just above it and zeros elsewhere. With 30 sites, the corner entry of the inverse comes out near $5.4\times10^8$. For Hermitian matrices of fixed bandwidth I am used to dropping distant entries of the inverse when the spectrum stays bounded and well away from zero. Is this growth a numerical artefact, or does that argument fail here?

## The growth is real: with −2 above the diagonal, each step doubles the response

The growth is real. Let $A$ be the $n\times n$ matrix with unit diagonal, entries $-a$ just above it and zeros elsewhere. For every $n\ge 1$ its only eigenvalue is 1, yet $(A^{-1})_{ij}=a^{\,j-i}$ for $j\ge i$. If $|a|>1$, the corner entry exceeds any bound as the chain gets longer. The distance of the spectrum from zero therefore does not, by itself, make the inverse decay.

Number the sites $0,\dots,n-1$. The equation $Ax=b$ reads $x_i=b_i+a\,x_{i+1}$, with no second term at the last site. A source at site $j$ is passed on towards lower indices and multiplied by $a$ at each step. This suggests the inverse
$$G_{ij}=a^{\,j-i}\ (j\ge i),\qquad G_{ij}=0\ (j<i).$$

To check it, take a row $i<n-1$, where $(AG)_{ij}=G_{ij}-a\,G_{i+1,j}$:

- for $j>i$ this is $a^{j-i}-a\cdot a^{j-i-1}=0$;
- for $j=i$ it is $1-0=1$;
- for $j<i$ both terms vanish.

In the last row only $G_{n-1,j}$ remains, which is 1 for $j=n-1$ and 0 otherwise. So $AG=1$, and since the matrices are square, $G=A^{-1}$.

The matrix $\mu-A$ is upper triangular with diagonal entries $\mu-1$, so $\det(\mu-A)=(\mu-1)^n$ and the only eigenvalue is 1. The corner entry has modulus $|a|^{n-1}$, which is unbounded in $n$ when $|a|>1$.

**When does the inverse decay?** Ask for one function $f$ with $f(d)\to0$ and $|(A^{-1})_{ij}|\le f(|j-i|)$ for all sizes at once. If $|a|<1$, then $f(d)=|a|^d$ works. If $|a|\ge1$, the corner of the chain with $d+1$ sites gives $f(d)\ge|a|^d\ge1$ for every $d$, so $f$ cannot tend to zero. In the limiting case $|a|=1$, all entries on and above the diagonal have modulus 1: there is neither growth nor decay.

**What does Hermiticity change?** If $B$ is Hermitian with no eigenvalue other than 1, then $B-1$ is Hermitian with all eigenvalues zero. Diagonalising it gives $B-1=0$, so $B$ and its inverse are both the identity. Normality would be enough for this argument, because normal matrices are also unitarily diagonalisable.

## What the theorems say about the chain

`chainMatrix n a` is $A$, with complex $a$ and indices in `Fin n`, which run from 0 to $n-1$. `chainInverse n a` is $G$. `spectrum ℂ` is the set of $\mu$ for which $\mu-A$ is not invertible, which for a finite matrix is the set of eigenvalues.

The main theorem, `spectral_gap_without_decay`, assumes $|a|>1$, the condition that each step amplifies. It has three parts:

- the spectrum is $\{1\}$ for every chain with `n + 1` sites, a form that leaves out the empty matrix;
- the entries of the inverse on and above the diagonal are $a^{j-i}$;
- for every real $C$ there is a chain whose corner entry exceeds $C$ in modulus.

The "gap" in its name is the distance of the spectrum from zero, not a HOMO–LUMO gap.

`decaying_envelope_iff` is the criterion $|a|<1$. Its $f$ is chosen before the size `n`; for a single finite matrix, some envelope would always exist. `hermitian_eq_one` is the Hermitian comparison. It treats only the spectrum $\{1\}$ and is not a general decay bound for Hermitian banded matrices.

For linear-scaling electronic structure, this finite, one-way chain is a warning against truncating the inverse of a non-Hermitian matrix on the evidence of its eigenvalues alone. Whether a matrix from an actual calculation amplifies in this way has to be established separately; the chain with $|a|<1$ is non-Hermitian for $a\neq0$ and $n\ge2$, and its inverse decays.

In Lean 4 with Mathlib:

```lean
import Mathlib

open Filter Topology

namespace NonHermitianInverseDecay

/-- The one-directional chain matrix: unit diagonal, entries `-a` just above the diagonal,
and zeros elsewhere. -/
def chainMatrix (n : ℕ) (a : ℂ) : Matrix (Fin n) (Fin n) ℂ :=
  Matrix.of fun i j => if i = j then 1 else if (i : ℕ) + 1 = j then -a else 0

/-- The upper triangular matrix with entries `a ^ (j - i)` for `j ≥ i` and zeros below the
diagonal. -/
def chainInverse (n : ℕ) (a : ℂ) : Matrix (Fin n) (Fin n) ℂ :=
  Matrix.of fun i j => if (i : ℕ) ≤ j then a ^ ((j : ℕ) - i) else 0

/-- The chain matrix times the upper triangular matrix of powers of `a` is the identity. -/
theorem chainMatrix_mul_chainInverse (n : ℕ) (a : ℂ) :
    chainMatrix n a * chainInverse n a = 1 := by
  ext i j
  rw [Matrix.mul_apply]
  -- row `i` only sees the sites `i` and `i + 1`
  have split : ∀ k : Fin n, chainMatrix n a i k * chainInverse n a k j =
      (if k = i then chainInverse n a i j else 0) -
        (if (i : ℕ) + 1 = k then a * chainInverse n a k j else 0) := by
    intro k
    by_cases h1 : k = i
    · subst h1
      simp [chainMatrix]
    · have h1' : i ≠ k := fun h => h1 h.symm
      by_cases h2 : (i : ℕ) + 1 = k <;> simp [chainMatrix, h1, h1', h2]
  simp only [split, Finset.sum_sub_distrib, Finset.sum_ite_eq', Finset.mem_univ, if_true]
  by_cases h : (i : ℕ) + 1 < n
  · have hs : ∑ k : Fin n, (if (i : ℕ) + 1 = k then a * chainInverse n a k j else 0) =
        a * chainInverse n a ⟨(i : ℕ) + 1, h⟩ j := by
      rw [Finset.sum_eq_single (⟨(i : ℕ) + 1, h⟩ : Fin n)]
      · simp
      · intro k _ hk
        rw [if_neg]
        intro e
        exact hk (Fin.ext e.symm)
      · simp
    rw [hs]
    rcases lt_trichotomy (i : ℕ) j with hij | hij | hij
    · -- above the diagonal the two contributions cancel
      have hne : i ≠ j := fun e => by rw [e] at hij; omega
      have e : (j : ℕ) - i = ((j : ℕ) - (i + 1)) + 1 := by omega
      rw [Matrix.one_apply_ne hne]
      simp only [chainInverse, Matrix.of_apply]
      rw [if_pos (show (i : ℕ) ≤ j by omega), if_pos (show (i : ℕ) + 1 ≤ j by omega),
        e, pow_succ]
      ring
    · have hEq : i = j := Fin.ext hij
      subst hEq
      have g1 : chainInverse n a i i = 1 := by simp [chainInverse]
      have g2 : chainInverse n a ⟨(i : ℕ) + 1, h⟩ i = 0 := by
        unfold chainInverse
        rw [Matrix.of_apply]
        exact if_neg (Nat.not_succ_le_self (i : ℕ))
      rw [g1, g2, Matrix.one_apply_eq, mul_zero, sub_zero]
    · have hne : i ≠ j := fun e => by rw [e] at hij; omega
      rw [Matrix.one_apply_ne hne]
      simp only [chainInverse, Matrix.of_apply]
      rw [if_neg (show ¬ (i : ℕ) ≤ j by omega), if_neg (show ¬ (i : ℕ) + 1 ≤ j by omega)]
      ring
  · -- the last row has no neighbour to the right
    have hs : ∑ k : Fin n, (if (i : ℕ) + 1 = k then a * chainInverse n a k j else 0) = 0 := by
      refine Finset.sum_eq_zero fun k _ => ?_
      have hk := k.isLt
      exact if_neg (by omega)
    rw [hs, sub_zero]
    by_cases hij : i = j
    · subst hij
      simp [chainInverse]
    · have hv : (i : ℕ) ≠ j := fun e => hij (Fin.ext e)
      have hj := j.isLt
      rw [Matrix.one_apply_ne hij]
      simp only [chainInverse, Matrix.of_apply]
      exact if_neg (by omega)

/-- The inverse of the chain matrix is the upper triangular matrix of powers of `a`. -/
theorem chainMatrix_inv (n : ℕ) (a : ℂ) : (chainMatrix n a)⁻¹ = chainInverse n a :=
  Matrix.inv_eq_right_inv (chainMatrix_mul_chainInverse n a)

/-- The only eigenvalue of a chain matrix with at least one site is 1. -/
theorem spectrum_chainMatrix (n : ℕ) (a : ℂ) :
    spectrum ℂ (chainMatrix (n + 1) a) = {1} := by
  ext μ
  -- the characteristic determinant is that of a triangular matrix
  have hdet : (algebraMap ℂ (Matrix (Fin (n + 1)) (Fin (n + 1)) ℂ) μ
      - chainMatrix (n + 1) a).det = (μ - 1) ^ (n + 1) := by
    rw [Matrix.det_of_isUpperTriangular]
    · simp [chainMatrix, Matrix.algebraMap_matrix_apply]
    · intro i j hij
      have h : (j : ℕ) < i := hij
      have h1 : i ≠ j := fun e => by rw [e] at h; omega
      have h2 : ¬ ((i : ℕ) + 1 = j) := by omega
      simp [chainMatrix, Matrix.algebraMap_matrix_apply, h1, h2]
  rw [spectrum.mem_iff, Matrix.isUnit_iff_isUnit_det, hdet, isUnit_iff_ne_zero,
    Set.mem_singleton_iff]
  simp [sub_eq_zero]

/-- The inverses of the chain matrices of all sizes lie below a common envelope that depends
only on the distance `|j - i|` and tends to zero, if and only if `|a| < 1`. -/
theorem decaying_envelope_iff (a : ℂ) :
    (∃ f : ℕ → ℝ, Tendsto f atTop (𝓝 0) ∧ ∀ (n : ℕ) (i j : Fin n),
      ‖(chainMatrix n a)⁻¹ i j‖ ≤ f (((j : ℕ) : ℤ) - ((i : ℕ) : ℤ)).natAbs) ↔ ‖a‖ < 1 := by
  constructor
  · rintro ⟨f, hf, hb⟩
    by_contra hlt
    have ha : 1 ≤ ‖a‖ := not_lt.mp hlt
    -- the corner entry keeps the envelope at 1 or more at every distance
    have h1 : ∀ n, 1 ≤ f n := by
      intro n
      have h := hb (n + 1) 0 (Fin.last n)
      rw [chainMatrix_inv] at h
      simp [chainInverse] at h
      exact (one_le_pow₀ ha).trans h
    have h2 : (1 : ℝ) ≤ 0 := ge_of_tendsto' hf h1
    linarith
  · intro ha
    refine ⟨fun k => ‖a‖ ^ k,
      tendsto_pow_atTop_nhds_zero_of_lt_one (norm_nonneg a) ha, ?_⟩
    intro n i j
    rw [chainMatrix_inv]
    simp only [chainInverse, Matrix.of_apply]
    by_cases hij : (i : ℕ) ≤ j
    · have e : (((j : ℕ) : ℤ) - ((i : ℕ) : ℤ)).natAbs = (j : ℕ) - i := by omega
      rw [if_pos hij, e, norm_pow]
    · rw [if_neg hij, norm_zero]
      positivity

/-- A Hermitian matrix that has no eigenvalue other than 1 is the identity matrix. -/
theorem hermitian_eq_one {m : Type*} [Fintype m] [DecidableEq m] (B : Matrix m m ℂ)
    (hB : B.IsHermitian) (h : ∀ μ ∈ spectrum ℂ B, μ = 1) : B = 1 := by
  have hH : (B - 1).IsHermitian := hB.sub Matrix.isHermitian_one
  have h0 : hH.eigenvalues = 0 := by
    funext i
    have hi := hH.eigenvalues_mem_spectrum_real i
    -- an eigenvalue of `B - 1`, raised by one, is an eigenvalue of `B`
    have hm : ((hH.eigenvalues i + 1 : ℝ) : ℂ) ∈ spectrum ℂ B := by
      rw [spectrum.mem_iff] at hi ⊢
      have e : algebraMap ℂ (Matrix m m ℂ) ((hH.eigenvalues i + 1 : ℝ) : ℂ) - B =
          algebraMap ℝ (Matrix m m ℂ) (hH.eigenvalues i) - (B - 1) := by
        ext k l
        by_cases hkl : k = l
        · subst hkl
          simp [Matrix.algebraMap_matrix_apply]
          ring
        · simp [Matrix.algebraMap_matrix_apply, hkl]
      rwa [e]
    have h2 : hH.eigenvalues i + 1 = (1 : ℝ) := by exact_mod_cast h _ hm
    simpa using h2
  exact sub_eq_zero.mp (hH.eigenvalues_eq_zero_iff.mp h0)

/-- For `|a| > 1` every chain matrix with at least one site has 1 as its only eigenvalue, yet the
inverses have entries `a ^ (j - i)` for `j ≥ i`, and the entry that links the two ends of the chain
exceeds any given bound in modulus for some chain length. -/
theorem spectral_gap_without_decay (a : ℂ) (ha : 1 < ‖a‖) :
    (∀ n, spectrum ℂ (chainMatrix (n + 1) a) = {1}) ∧
    (∀ (n : ℕ) (i j : Fin n), i ≤ j →
      (chainMatrix n a)⁻¹ i j = a ^ ((j : ℕ) - (i : ℕ))) ∧
    (∀ C : ℝ, ∃ n : ℕ, C < ‖(chainMatrix (n + 1) a)⁻¹ 0 (Fin.last n)‖) := by
  refine ⟨fun n => spectrum_chainMatrix n a, ?_, ?_⟩
  · intro n i j hij
    have h : (i : ℕ) ≤ j := hij
    rw [chainMatrix_inv]
    simp only [chainInverse, Matrix.of_apply]
    exact if_pos h
  · intro C
    -- powers of a number larger than one are unbounded
    obtain ⟨n, hn⟩ := pow_unbounded_of_one_lt C ha
    refine ⟨n, ?_⟩
    rw [chainMatrix_inv]
    simpa [chainInverse] using hn

end NonHermitianInverseDecay
```

```lean
#print axioms NonHermitianInverseDecay.decaying_envelope_iff
-- 'NonHermitianInverseDecay.decaying_envelope_iff' depends on axioms: [propext, Classical.choice, Quot.sound]
#print axioms NonHermitianInverseDecay.hermitian_eq_one
-- 'NonHermitianInverseDecay.hermitian_eq_one' depends on axioms: [propext, Classical.choice, Quot.sound]
#print axioms NonHermitianInverseDecay.spectral_gap_without_decay
-- 'NonHermitianInverseDecay.spectral_gap_without_decay' depends on axioms: [propext, Classical.choice, Quot.sound]
```

## From the row product to the unbounded corner

`chainMatrix_mul_chainInverse` is the row calculation. Its auxiliary statement `split` writes each summand as a contribution from site $i$ minus one from site $i+1$. The proof then separates the last row from the others, and `lt_trichotomy` produces the three cases listed above. `chainMatrix_inv` turns the product into the inverse through `Matrix.inv_eq_right_inv`.

In `spectrum_chainMatrix`, `Matrix.det_of_isUpperTriangular` gives the determinant $(\mu-1)^{n+1}$ for $n+1$ sites. A matrix is invertible exactly when its determinant is nonzero, so $\mu$ lies in the spectrum exactly when $\mu=1$.

For the envelope, the forward direction supposes $|a|\ge1$ and reads $f(n)\ge1$ off the corner entry. `ge_of_tendsto'` carries this bound to the limit, which gives the contradiction $1\le0$. The reverse direction supplies $|a|^k$ as the envelope.

`hermitian_eq_one` shows that each eigenvalue of $B-1$, raised by one, is an eigenvalue of $B$ and hence equals 1. All eigenvalues of $B-1$ are then zero, and `eigenvalues_eq_zero_iff` makes the matrix itself zero.

The main theorem combines the spectrum with the explicit inverse. For its last part, `pow_unbounded_of_one_lt` supplies an $n$ with $|a|^n>C$, and $|a|^n$ is the modulus of the corner entry for $n+1$ sites.
